# A gap D bounds a fermion operator's thermal weight between excited levels by $(d-1)e^{-\beta D}$

The system is modelled as a finite Hermitian matrix $H$ with $d$ eigenvalues $E_m$, and the operator $c$ as a matrix that is transformed to the eigenbasis of $H$ before its transition strengths are read off. One level is labelled $g$, and the quantity to be bounded is the thermal spectral weight of $c$ among all the others. The bound holds at inverse temperature $\beta\ge0$ if $cc^\dagger+c^\dagger c=1$ and every other level lies at least $D$ above $g$.

```lean
import Mathlib

open Matrix Finset

namespace ThermalLehmannWeights

noncomputable section

variable {n : Type*} [Fintype n] [DecidableEq n]

/-- The Gibbs weight of level `m` at inverse temperature `β`, for level energies `E`. -/
def gibbs {n : Type*} [Fintype n] (E : n → ℝ) (β : ℝ) (m : n) : ℝ :=
  Real.exp (-β * E m) / ∑ k, Real.exp (-β * E k)

/-- The Lehmann weight `(p_m + p_n) |c_mn|²` summed over all pairs of levels different from
`g`, with `c` written in the energy eigenbasis. -/
def excitedWeight (E : n → ℝ) (β : ℝ) (g : n) (c : Matrix n n ℂ) : ℝ :=
  ∑ m ∈ univ.erase g, ∑ k ∈ univ.erase g, (gibbs E β m + gibbs E β k) * ‖c m k‖ ^ 2

/-- The matrix of the operator `c` in the orthonormal eigenbasis of the Hamiltonian `H`. -/
def inEigenbasis {H : Matrix n n ℂ} (hH : H.IsHermitian) (c : Matrix n n ℂ) : Matrix n n ℂ :=
  (hH.eigenvectorUnitary : Matrix n n ℂ)ᴴ * c * (hH.eigenvectorUnitary : Matrix n n ℂ)

/-- The relation `c c* + c* c = 1` keeps its form in the eigenbasis of the Hamiltonian. -/
theorem anticommutator_inEigenbasis {H : Matrix n n ℂ} (hH : H.IsHermitian)
    {c : Matrix n n ℂ} (hc : c * cᴴ + cᴴ * c = 1) :
    inEigenbasis hH c * (inEigenbasis hH c)ᴴ + (inEigenbasis hH c)ᴴ * inEigenbasis hH c = 1 := by
  unfold inEigenbasis
  have h1 : (hH.eigenvectorUnitary : Matrix n n ℂ) * (hH.eigenvectorUnitary : Matrix n n ℂ)ᴴ = 1 :=
    Matrix.mem_unitaryGroup_iff.mp hH.eigenvectorUnitary.2
  generalize (hH.eigenvectorUnitary : Matrix n n ℂ) = U at h1 ⊢
  have h2 : Uᴴ * U = 1 := mul_eq_one_comm.mp h1
  simp only [conjTranspose_mul, conjTranspose_conjTranspose]
  calc _ = Uᴴ * (c * (U * Uᴴ) * cᴴ + cᴴ * (U * Uᴴ) * c) * U := by noncomm_ring
    _ = 1 := by rw [h1, mul_one, mul_one, hc, mul_one, h2]

/-- Sum rule for one level: if `c c* + c* c = 1`, the strengths of all transitions out of and
into level `m` add up to one. -/
theorem level_sum_rule {c : Matrix n n ℂ} (hc : c * cᴴ + cᴴ * c = 1) (m : n) :
    ∑ k, (‖c m k‖ ^ 2 + ‖c k m‖ ^ 2) = 1 := by
  have h := congrFun (congrFun hc m) m
  simp only [Matrix.add_apply, Matrix.mul_apply, conjTranspose_apply, one_apply_eq] at h
  have key : ∀ z : ℂ, z * star z = ((‖z‖ ^ 2 : ℝ) : ℂ) := fun z => by
    rw [Complex.star_def, Complex.mul_conj, Complex.normSq_eq_norm_sq]
  have key' : ∀ z : ℂ, star z * z = ((‖z‖ ^ 2 : ℝ) : ℂ) := fun z => by
    rw [mul_comm, key]
  simp only [key, key'] at h
  rw [sum_add_distrib]
  exact_mod_cast h

/-- If `c c* + c* c = 1`, the weight among the levels other than `g` is the sum of their
populations, each multiplied by one minus the strength of that level's transitions to and from `g`.
-/
theorem excitedWeight_eq (E : n → ℝ) (β : ℝ) (g : n) {c : Matrix n n ℂ}
    (hc : c * cᴴ + cᴴ * c = 1) :
    excitedWeight E β g c =
      ∑ m ∈ univ.erase g, gibbs E β m * (1 - ‖c m g‖ ^ 2 - ‖c g m‖ ^ 2) := by
  -- exchange the two levels in the second half of the double sum
  have h1 : excitedWeight E β g c = ∑ m ∈ univ.erase g, ∑ k ∈ univ.erase g,
      gibbs E β m * (‖c m k‖ ^ 2 + ‖c k m‖ ^ 2) := by
    unfold excitedWeight
    simp only [add_mul, mul_add, sum_add_distrib]
    congr 1
    exact sum_comm
  rw [h1]
  refine sum_congr rfl fun m _ => ?_
  rw [← mul_sum]
  have h2 := level_sum_rule hc m
  have h3 : (‖c m g‖ ^ 2 + ‖c g m‖ ^ 2) + ∑ k ∈ univ.erase g, (‖c m k‖ ^ 2 + ‖c k m‖ ^ 2)
      = ∑ k, (‖c m k‖ ^ 2 + ‖c k m‖ ^ 2) :=
    add_sum_erase univ (fun k => ‖c m k‖ ^ 2 + ‖c k m‖ ^ 2) (mem_univ g)
  congr 1
  linarith

/-- A constant summed over all levels but one is counted `d - 1` times. -/
lemma sum_excited_const (g : n) (r : ℝ) :
    ∑ _m ∈ univ.erase g, r = ((Fintype.card n : ℝ) - 1) * r := by
  have h : r + ∑ _m ∈ univ.erase g, r = ∑ _m : n, r :=
    add_sum_erase univ (fun _ => r) (mem_univ g)
  have h2 : ∑ _m : n, r = (Fintype.card n : ℝ) * r := by
    rw [sum_const, card_univ, nsmul_eq_mul]
  linarith

/-- The number `(d - 1) exp(-β D)` is nonnegative for a system with at least one level. -/
lemma boltzmann_nonneg (g : n) (β D : ℝ) :
    0 ≤ ((Fintype.card n : ℝ) - 1) * Real.exp (-β * D) := by
  rw [← sum_excited_const g]
  exact sum_nonneg fun _ _ => (Real.exp_pos _).le

/-- If all levels other than `g` lie at least `D` above it and `β ≥ 0`, their total population
is at most `x / (1 + x)` with `x = (d - 1) exp(-β D)`. -/
theorem excited_population_le {E : n → ℝ} {β D : ℝ} {g : n} (hβ : 0 ≤ β)
    (gap : ∀ m, m ≠ g → E g + D ≤ E m) :
    ∑ m ∈ univ.erase g, gibbs E β m ≤
      ((Fintype.card n : ℝ) - 1) * Real.exp (-β * D) /
        (1 + ((Fintype.card n : ℝ) - 1) * Real.exp (-β * D)) := by
  have hx := boltzmann_nonneg g β D
  have ha := Real.exp_pos (-β * E g)
  have hS : 0 ≤ ∑ m ∈ univ.erase g, Real.exp (-β * E m) :=
    sum_nonneg fun _ _ => (Real.exp_pos _).le
  -- each excited Boltzmann factor is suppressed by the gap
  have hle : ∑ m ∈ univ.erase g, Real.exp (-β * E m) ≤
      ((Fintype.card n : ℝ) - 1) * (Real.exp (-β * E g) * Real.exp (-β * D)) := by
    rw [← sum_excited_const g]
    refine sum_le_sum fun m hm => ?_
    rw [← Real.exp_add, Real.exp_le_exp]
    have := mul_le_mul_of_nonneg_left (gap m (ne_of_mem_erase hm)) hβ
    linarith
  unfold gibbs
  rw [← sum_div, ← add_sum_erase univ (fun k => Real.exp (-β * E k)) (mem_univ g),
    div_le_div_iff₀ (by linarith) (by linarith)]
  linarith

/-- Let all levels of a Hermitian `H` other than `g` lie at least `D` above level `g`, let
`β ≥ 0` and `c c* + c* c = 1`. The spectral weight among the levels other than `g` is at most
`x / (1 + x)` with `x = (d - 1) exp(-β D)`. -/
theorem excitedWeight_le {H : Matrix n n ℂ} (hH : H.IsHermitian) {c : Matrix n n ℂ}
    (hc : c * cᴴ + cᴴ * c = 1) {β D : ℝ} {g : n} (hβ : 0 ≤ β)
    (gap : ∀ m, m ≠ g → hH.eigenvalues g + D ≤ hH.eigenvalues m) :
    excitedWeight hH.eigenvalues β g (inEigenbasis hH c) ≤
      ((Fintype.card n : ℝ) - 1) * Real.exp (-β * D) /
        (1 + ((Fintype.card n : ℝ) - 1) * Real.exp (-β * D)) := by
  rw [excitedWeight_eq _ _ _ (anticommutator_inEigenbasis hH hc)]
  refine le_trans (sum_le_sum fun m _ => ?_) (excited_population_le hβ gap)
  -- transitions to and from level `g` only remove weight
  have hp : 0 ≤ gibbs hH.eigenvalues β m :=
    div_nonneg (Real.exp_pos _).le (sum_nonneg fun _ _ => (Real.exp_pos _).le)
  refine mul_le_of_le_one_right hp ?_
  have h1 := sq_nonneg ‖inEigenbasis hH c m g‖
  have h2 := sq_nonneg ‖inEigenbasis hH c g m‖
  linarith

/-- Under the same conditions (gap at least `D` above level `g`, `β ≥ 0`, `c c* + c* c = 1`)
the spectral weight among the levels other than `g` is at most `(d - 1) exp(-β D)`. -/
theorem excitedWeight_le_exp {H : Matrix n n ℂ} (hH : H.IsHermitian) {c : Matrix n n ℂ}
    (hc : c * cᴴ + cᴴ * c = 1) {β D : ℝ} {g : n} (hβ : 0 ≤ β)
    (gap : ∀ m, m ≠ g → hH.eigenvalues g + D ≤ hH.eigenvalues m) :
    excitedWeight hH.eigenvalues β g (inEigenbasis hH c) ≤
      ((Fintype.card n : ℝ) - 1) * Real.exp (-β * D) := by
  have hx := boltzmann_nonneg g β D
  exact (excitedWeight_le hH hc hβ gap).trans (div_le_self hx (by linarith))

/-- The identity operator divided by `√2`. -/
def scaledIdentity (n : Type*) [DecidableEq n] : Matrix n n ℂ :=
  (((Real.sqrt 2)⁻¹ : ℝ) : ℂ) • (1 : Matrix n n ℂ)

/-- If all levels other than `g` lie exactly `D` above it, the identity divided by `√2`
satisfies `c c* + c* c = 1` and its weight among these levels equals `x / (1 + x)` with
`x = (d - 1) exp(-β D)`. -/
theorem excitedWeight_sharp {E : n → ℝ} {D : ℝ} {g : n} (β : ℝ)
    (hE : ∀ m, m ≠ g → E m = E g + D) :
    scaledIdentity n * (scaledIdentity n)ᴴ + (scaledIdentity n)ᴴ * scaledIdentity n = 1 ∧
    excitedWeight E β g (scaledIdentity n) =
      ((Fintype.card n : ℝ) - 1) * Real.exp (-β * D) /
        (1 + ((Fintype.card n : ℝ) - 1) * Real.exp (-β * D)) := by
  have hs : (Real.sqrt 2)⁻¹ * (Real.sqrt 2)⁻¹ = 1 / 2 := by
    rw [← mul_inv, Real.mul_self_sqrt (by norm_num)]
    norm_num
  have hc : scaledIdentity n * (scaledIdentity n)ᴴ
      + (scaledIdentity n)ᴴ * scaledIdentity n = 1 := by
    unfold scaledIdentity
    rw [conjTranspose_smul, conjTranspose_one, Complex.star_def, Complex.conj_ofReal,
      smul_mul_smul_comm, ← Complex.ofReal_mul, hs, mul_one, ← add_smul]
    norm_num
  refine ⟨hc, ?_⟩
  -- no transitions join `g` to another level, so the weight is the full population of the others
  have hw : excitedWeight E β g (scaledIdentity n) = ∑ m ∈ univ.erase g, gibbs E β m := by
    rw [excitedWeight_eq E β g hc]
    refine sum_congr rfl fun m hm => ?_
    have hne := ne_of_mem_erase hm
    simp [scaledIdentity, Matrix.one_apply_ne hne, Matrix.one_apply_ne hne.symm]
  have hS : ∑ m ∈ univ.erase g, Real.exp (-β * E m) =
      Real.exp (-β * E g) * (((Fintype.card n : ℝ) - 1) * Real.exp (-β * D)) := by
    rw [mul_left_comm, ← sum_excited_const g]
    refine sum_congr rfl fun m hm => ?_
    rw [hE m (ne_of_mem_erase hm), mul_add, Real.exp_add]
  rw [hw]
  unfold gibbs
  rw [← sum_div, ← add_sum_erase univ (fun k => Real.exp (-β * E k)) (mem_univ g), hS,
    ← mul_one_add, mul_div_mul_left _ _ (Real.exp_pos _).ne']

/-- The annihilation operator of one of two fermion modes, on four occupation states. -/
def modeAnnihilator : Matrix (Fin 4) (Fin 4) ℂ :=
  !![0, 1, 0, 0; 0, 0, 0, 0; 0, 0, 0, 1; 0, 0, 0, 0]

/-- For two fermion modes of energy `D > 0` the mode annihilator squares to zero and satisfies
`c c* + c* c = 1`, the gap condition holds, and the excited weight is `p_2 + p_3`. -/
theorem excitedWeight_witness {D : ℝ} (hD : 0 < D) (β : ℝ) :
    modeAnnihilator * modeAnnihilator = 0 ∧
    modeAnnihilator * modeAnnihilatorᴴ + modeAnnihilatorᴴ * modeAnnihilator = 1 ∧
    (∀ m : Fin 4, m ≠ 0 → ![0, D, D, D + D] 0 + D ≤ ![0, D, D, D + D] m) ∧
    excitedWeight ![0, D, D, D + D] β 0 modeAnnihilator =
      gibbs ![0, D, D, D + D] β 2 + gibbs ![0, D, D, D + D] β 3 := by
  refine ⟨?_, ?_, ?_, ?_⟩
  · ext i j
    fin_cases i <;> fin_cases j <;>
      simp [modeAnnihilator, Matrix.mul_apply, Fin.sum_univ_succ]
  · have ht : modeAnnihilatorᴴ = !![0, 0, 0, 0; 1, 0, 0, 0; 0, 0, 0, 0; 0, 0, 1, 0] := by
      ext i j
      fin_cases i <;> fin_cases j <;> simp [modeAnnihilator, conjTranspose_apply]
    rw [ht]
    ext i j
    fin_cases i <;> fin_cases j <;>
      simp [modeAnnihilator]
  · intro m hm
    fin_cases m <;> simp at hm ⊢
    linarith
  · have h : (univ.erase (0 : Fin 4)) = {1, 2, 3} := by decide
    simp [excitedWeight, h, modeAnnihilator]

end

end ThermalLehmannWeights
```

```lean
#print axioms ThermalLehmannWeights.excitedWeight_le_exp
-- 'ThermalLehmannWeights.excitedWeight_le_exp' depends on axioms: [propext, Classical.choice, Quot.sound]
#print axioms ThermalLehmannWeights.excitedWeight_sharp
-- 'ThermalLehmannWeights.excitedWeight_sharp' depends on axioms: [propext, Classical.choice, Quot.sound]
```

## The weight and its bound

At inverse temperature $\beta$, `gibbs` is the normalised population $p_m=e^{-\beta E_m}/\sum_k e^{-\beta E_k}$. If the columns of the unitary $U$ are the eigenvectors of $H$, `inEigenbasis` is $C=U^\dagger cU$. The excited weight is

$$W=\sum_{m\ne g}\sum_{k\ne g}(p_m+p_k)|C_{mk}|^2 ,$$

a sum over ordered pairs, including $m=k$. In Lean, `univ.erase g` is the set of levels other than $g$.

The theorem `excitedWeight_le` assumes $\beta\ge0$, $cc^\dagger+c^\dagger c=1$ and $E_m\ge E_g+D$ for every $m\ne g$. It concludes

$$W\le\frac{x}{1+x},\qquad x=(d-1)e^{-\beta D},$$

and `excitedWeight_le_exp` gives the simpler bound $W\le x$. The sign of $D$ is free; for $D>0$, $g$ is a nondegenerate ground level.

## What the hypotheses stand for

The relation $cc^\dagger+c^\dagger c=1$ is the canonical anticommutator of one fermion mode. The other canonical relation, $c^2=0$, is not assumed. With a chemical potential, $H$ stands for the grand-canonical Hamiltonian. The gap is a hypothesis about the spectrum, not something derived from a model. A fermion annihilator connects states of different particle number, so $D$ has to be a gap to the levels of every particle number, not only to those with the particle number of $g$.

In the Lehmann representation of a one-particle Green's function, $(p_m+p_k)|C_{mk}|^2$ is the strength of the term for one ordered pair of levels; terms with the same energy difference add up to one spectral line. For a finite system with a known gap, the theorem therefore bounds the weight lost when a low-temperature exact-diagonalisation calculation keeps only the terms that involve the ground state, at their thermal strengths. It bounds the sum of the omitted strengths, not the error at a given frequency. The simple bound falls below 1, the total weight of all terms, only when $\beta D>\ln(d-1)$. With $d=2^M$ for $M$ fermion modes, this threshold approaches $M\ln2$ for large $M$.

## From the anticommutator to the excited population

Because $UU^\dagger=U^\dagger U=1$,

$$CC^\dagger+C^\dagger C=U^\dagger(cc^\dagger+c^\dagger c)U=1 .$$

This is `anticommutator_inEigenbasis`, where `noncomm_ring` regroups the products so that $UU^\dagger$ can be replaced by 1. The diagonal entry $m$ is `level_sum_rule`:

$$\sum_k\left(|C_{mk}|^2+|C_{km}|^2\right)=1 .$$

In the half of $W$ that contains $p_k$, exchange the names $m$ and $k$; `sum_comm` does this in `excitedWeight_eq`. Then separate the $k=g$ term from the sum rule:

$$W=\sum_{m\ne g}p_m\sum_{k\ne g}\left(|C_{mk}|^2+|C_{km}|^2\right)
=\sum_{m\ne g}p_m\left(1-|C_{mg}|^2-|C_{gm}|^2\right).$$

The subtracted terms are nonnegative, so $W\le\sum_{m\ne g}p_m$.

## From the gap to $x/(1+x)$

Write $a=e^{-\beta E_g}$ and $S=\sum_{m\ne g}e^{-\beta E_m}$. The gap and $\beta\ge0$ bound each of the $d-1$ terms of $S$ by $ae^{-\beta D}$, so $S\le ax$; `sum_excited_const` does the counting. The excited population is $S/(a+S)$, and

$$\frac{S}{a+S}\le\frac{x}{1+x}\iff S(1+x)\le x(a+S)\iff S\le ax .$$

This is `excited_population_le`, with `div_le_div_iff₀` for the cross-multiplication. The main theorem combines it with the bound on $W$. Since $x\ge0$ (`boltzmann_nonneg`), dividing $x$ by $1+x$ cannot increase it, which gives the simpler bound.

## Equality, and a two-mode example

If every excited level lies exactly $D$ above $g$, then $S=ax$. The operator $1/\sqrt2$ times the identity satisfies the anticommutator relation and has no transitions between $g$ and the other levels, so `excitedWeight_sharp` obtains $W=x/(1+x)$. This operator has $c^2=\tfrac12$, so the equality does not show the bound to be optimal for true fermion annihilators.

`excitedWeight_witness` treats such an annihilator, for two modes of energy $D>0$. The states 0 to 3 are empty, first mode filled, second mode filled, and both filled. The operator empties the first mode, so its only transition between excited states joins 2 and 3, and $W=p_2+p_3$.

Take $e^{-\beta D}=0.1$. The Boltzmann factors are $1,\,0.1,\,0.1,\,0.01$, with sum $1.21$, so

$$W=\frac{0.1+0.01}{1.21}=\frac1{11}\approx0.091 .$$

Here $x=3\times0.1=0.3$, and the two bounds are $0.3/1.3\approx0.231$ and $0.3$.
